# Direct-plus-exchange form of the second-order two-particle-one-hole self-energy

Let v(i,a,b) be complex integrals with one hole i and two particles a, b, and let the denominators D(i,a,b) be nonzero and symmetric in a and b. Then

½ Σ |v(i,a,b) − v(i,b,a)|² / D(i,a,b) = Σ conj(v(i,a,b)) [v(i,a,b) − v(i,b,a)] / D(i,a,b),

where both sums run over all i, a, b. Now let i, a and b label spin orbitals, let v hold the Coulomb integrals for one external spin orbital, and let D(i,a,b) = ω + ε_i − ε_a − ε_b with frequency ω and orbital energies ε. The left side is then the antisymmetrized form of a diagonal element of the second-order self-energy, restricted to its two-particle-one-hole part. The right side is a direct term plus an exchange term. The same step handles off-diagonal elements and leads to the closed-shell formula. The self-energy itself comes from eliminating the two-particle-one-hole amplitudes from a set of linear equations.

The index types `o`, `u` and `P` stand for holes, particles and external orbitals. These are spin orbitals, except where spatial orbitals are named. All three are finite, so the setting is a finite orbital basis.

In Lean 4 with Mathlib:

```lean
import Mathlib

open ComplexConjugate

namespace SecondOrderSelfEnergy

noncomputable section

variable {o u P : Type*} [Fintype o] [Fintype u] [Fintype P]
```

## Integrals, self-energy and denominators

For an external orbital q, read v_q(i,a,b) as the Coulomb integral ⟨ab|qi⟩, in which a is paired with q and b with the hole. The code takes arbitrary complex numbers and imposes no further relation among them. The antisymmetrized integral is

A_v(i,a,b) = v(i,a,b) − v(i,b,a),

and it changes sign when a and b are exchanged.

```lean
/-- The antisymmetrized integral `v(i,a,b) - v(i,b,a)`. -/
def antisym (v : o → u → u → ℂ) (i : o) (a b : u) : ℂ := v i a b - v i b a
```

With integrals v and w for two external orbitals, the self-energy element is

Σ(v,w) = ½ Σ_{iab} conj(A_v(i,a,b)) A_w(i,a,b) / D(i,a,b).

The factor ½ compensates for counting each pair of particles twice. The two-hole-one-particle part of the second-order self-energy is not included.

```lean
/-- The two-particle-one-hole part of the second-order self-energy between two external
orbitals with integrals `v` and `w`, in antisymmetrized form with denominators `D`. -/
def selfEnergy (D v w : o → u → u → ℂ) : ℂ :=
  1 / 2 * ∑ i, ∑ a, ∑ b, conj (antisym v i a b) * antisym w i a b / D i a b
```

In the Dyson equation the denominator is

D(i,a,b) = ω + ε_i − ε_a − ε_b,

with real orbital energies and a complex frequency ω. It vanishes when ω equals the energy ε_a + ε_b − ε_i of a two-particle-one-hole configuration, so requiring D ≠ 0 keeps ω away from the poles. This D is visibly symmetric in a and b.

```lean
/-- The denominator `ω + ε_i - ε_a - ε_b` at complex frequency `ω`. -/
def energyDenominator (ω : ℂ) (εo : o → ℝ) (εu : u → ℝ) (i : o) (a b : u) : ℂ :=
  ω + εo i - εu a - εu b
```

## Exchanging the two particles removes the factor ½

Let g(i,a,b) be any weight symmetric in a and b. Fix i and write

S = Σ_{ab} conj(v(i,a,b)) g(i,a,b) A_w(i,a,b).

Expanding the conjugated factor gives

Σ_{ab} conj(A_v(i,a,b)) g(i,a,b) A_w(i,a,b) = S − S′,
S′ = Σ_{ab} conj(v(i,b,a)) g(i,a,b) A_w(i,a,b).

Now rename a ↔ b in S′. The weight is unchanged and A_w changes sign, so

S′ = Σ_{ab} conj(v(i,a,b)) g(i,b,a) A_w(i,b,a) = −S.

The sum is therefore 2S, and half of it is S. Summing over i completes the argument.

In the proof, `split` is the expansion and `swap` is the statement S′ = −S. The renaming is done by `Finset.sum_comm`, which interchanges the two sums, and `hg` supplies the symmetry of the weight.

```lean
/-- For a weight symmetric in the two particles, half the sum over two antisymmetrized
integrals equals the full sum with only one of them antisymmetrized. -/
theorem half_sum_antisym (g v w : o → u → u → ℂ) (hg : ∀ i a b, g i a b = g i b a) :
    1 / 2 * ∑ i, ∑ a, ∑ b, conj (antisym v i a b) * g i a b * antisym w i a b
      = ∑ i, ∑ a, ∑ b, conj (v i a b) * g i a b * antisym w i a b := by
  rw [Finset.mul_sum]
  refine Finset.sum_congr rfl fun i _ => ?_
  -- relabelling the two particles changes the sign
  have swap : ∑ a, ∑ b, conj (v i b a) * g i a b * antisym w i a b
      = -∑ a, ∑ b, conj (v i a b) * g i a b * antisym w i a b := by
    refine Eq.trans Finset.sum_comm ?_
    simp only [← Finset.sum_neg_distrib]
    refine Finset.sum_congr rfl fun a _ => Finset.sum_congr rfl fun b _ => ?_
    rw [hg i b a]
    simp only [antisym]
    ring
  have split : ∑ a, ∑ b, conj (antisym v i a b) * g i a b * antisym w i a b
      = ∑ a, ∑ b, conj (v i a b) * g i a b * antisym w i a b
        - ∑ a, ∑ b, conj (v i b a) * g i a b * antisym w i a b := by
    simp only [← Finset.sum_sub_distrib]
    refine Finset.sum_congr rfl fun a _ => Finset.sum_congr rfl fun b _ => ?_
    simp only [antisym, map_sub]
    ring
  rw [split, swap]
  ring
```

## The diagonal element

Set w = v and g = 1/D. Since conj(A_v) A_v = |A_v|², the previous step gives

½ Σ |A_v(i,a,b)|² / D(i,a,b) = Σ conj(v(i,a,b)) A_v(i,a,b) / D(i,a,b).

The theorem expresses the last quotient through an amplitude T, defined by the linear equation

D(i,a,b) T(i,a,b) = v(i,a,b) − v(i,b,a).

Because D ≠ 0, this fixes T = A_v/D. At a vanishing denominator the equation has no solution unless A_v(i,a,b) = 0. In that case it leaves T(i,a,b) undetermined, and the right side could take different values.

The first half of the proof turns the squared norm into a product with `Complex.conj_mul'`. The second replaces A_v by D T and cancels D⁻¹D = 1, the equation called `h`.

```lean
/-- For nonzero denominators symmetric in the two particles, half the sum of `|v(i,a,b) - v(i,b,a)|²
/ D` equals the sum of `conj v` times the amplitude `T` that solves `D T = v(i,a,b) - v(i,b,a)`. -/
theorem half_sum_normSq_eq (D v T : o → u → u → ℂ) (hD : ∀ i a b, D i a b ≠ 0)
    (hs : ∀ i a b, D i a b = D i b a)
    (hT : ∀ i a b, D i a b * T i a b = v i a b - v i b a) :
    1 / 2 * ∑ i, ∑ a, ∑ b, (‖v i a b - v i b a‖ : ℂ) ^ 2 / D i a b
      = ∑ i, ∑ a, ∑ b, conj (v i a b) * T i a b := by
  have key := half_sum_antisym (fun i a b => (D i a b)⁻¹) v v
    (fun i a b => congrArg (fun z : ℂ => z⁻¹) (hs i a b))
  refine Eq.trans ?_ (key.trans ?_)
  · congr 1
    refine Finset.sum_congr rfl fun i _ => Finset.sum_congr rfl fun a _ =>
      Finset.sum_congr rfl fun b _ => ?_
    rw [← Complex.conj_mul']
    simp only [antisym]
    ring
  · refine Finset.sum_congr rfl fun i _ => Finset.sum_congr rfl fun a _ =>
      Finset.sum_congr rfl fun b _ => ?_
    have h : (D i a b)⁻¹ * D i a b = 1 := inv_mul_cancel₀ (hD i a b)
    simp only [antisym]
    rw [← hT i a b]
    linear_combination (conj (v i a b) * T i a b) * h
```

## Direct and exchange terms for any pair of external orbitals

For different integrals v and w, let t solve D(i,a,b) t(i,a,b) = w(i,a,b). Symmetry of D also gives D(i,a,b) t(i,b,a) = w(i,b,a), hence

A_w(i,a,b) / D(i,a,b) = t(i,a,b) − t(i,b,a).

Inserting this into the sum without the factor ½ yields

Σ(v,w) = Σ conj(v(i,a,b)) t(i,a,b) − Σ conj(v(i,a,b)) t(i,b,a).

The first sum is the direct term, and the second, with its minus sign, is the exchange term. Symmetry of D enters twice: in the particle exchange and in the equation for t(i,b,a). The latter is the rewriting by `hs i b a` near the end of the proof.

```lean
/-- For nonzero denominators symmetric in the two particles, each matrix element of the self-energy
is a direct term plus an exchange term, written with the amplitude `t` that solves `D t = w`. -/
theorem selfEnergy_eq_direct_add_exchange (D v w t : o → u → u → ℂ)
    (hD : ∀ i a b, D i a b ≠ 0) (hs : ∀ i a b, D i a b = D i b a)
    (ht : ∀ i a b, D i a b * t i a b = w i a b) :
    selfEnergy D v w = ∑ i, ∑ a, ∑ b, conj (v i a b) * t i a b
      + -∑ i, ∑ a, ∑ b, conj (v i a b) * t i b a := by
  have key := half_sum_antisym (fun i a b => (D i a b)⁻¹) v w
    (fun i a b => congrArg (fun z : ℂ => z⁻¹) (hs i a b))
  refine Eq.trans ?_ (key.trans ?_)
  · unfold selfEnergy
    congr 1
    refine Finset.sum_congr rfl fun i _ => Finset.sum_congr rfl fun a _ =>
      Finset.sum_congr rfl fun b _ => ?_
    ring
  · simp only [← Finset.sum_neg_distrib, ← Finset.sum_add_distrib]
    refine Finset.sum_congr rfl fun i _ => Finset.sum_congr rfl fun a _ =>
      Finset.sum_congr rfl fun b _ => ?_
    have h : (D i a b)⁻¹ * D i a b = 1 := inv_mul_cancel₀ (hD i a b)
    simp only [antisym]
    rw [← ht i a b, ← ht i b a, hs i b a]
    linear_combination (conj (v i a b) * (t i a b - t i b a)) * h
```

In a small case the exchange term partly cancels the direct term. Take one hole and two particles numbered 0 and 1, with v(0,1) = 3, v(1,0) = 1, v(0,0) = v(1,1) = 0 and D = −2 throughout. The antisymmetrized form gives

½ [2²/(−2) + (−2)²/(−2)] = −2.

The direct term is (3² + 1²)/(−2) = −5, and the exchange term is −(3·1 + 1·3)/(−2) = 3. Their sum is again −2.

## Summing over spin

The Coulomb interaction conserves the spin of each electron. With external spin σ, the spin-orbital integral is therefore nonzero only if a has spin σ and b has the spin of the hole. In the code, an orbital with spin is a pair whose second entry is a `Bool`.

```lean
/-- Spin-orbital integrals built from spatial ones, zero unless particle `a` carries the external
spin `σ`, and particle `b` carries the spin of the hole. -/
def spinIntegral (σ : Bool) (w : o → u → u → ℂ) (i : o × Bool) (a b : u × Bool) : ℂ :=
  if σ = a.2 ∧ i.2 = b.2 then w i.1 a.1 b.1 else 0
```

Suppose that D and the spatial integrals do not depend on spin, and that both external orbitals have spin σ. In the direct term, a must have spin σ, while the common spin of i and b is free, which gives a factor 2. In the exchange term, the conditions from v and from the exchanged t force i, a and b all to have spin σ, which gives a factor 1. Hence

Σ_σσ(v,w) = Σ_{iab} conj(v(i,a,b)) [2t(i,a,b) − t(i,b,a)],

where the sum now runs over spatial orbitals.

The proof applies the direct-plus-exchange theorem to the spin orbitals, writes out the spin sums, and checks both values of σ. For the numbers above, read as spatial integrals, the result is 2·(−5) + 3 = −7.

```lean
/-- For nonzero, spin-independent denominators symmetric in the two particles, the self-energy
between external orbitals of equal spin is the sum over spatial orbitals of `conj v(i,a,b) * (2
t(i,a,b) - t(i,b,a))`, where `t` solves `D t = w`. -/
theorem selfEnergy_closedShell (σ : Bool) (D v w t : o → u → u → ℂ)
    (hD : ∀ i a b, D i a b ≠ 0) (hs : ∀ i a b, D i a b = D i b a)
    (ht : ∀ i a b, D i a b * t i a b = w i a b) :
    selfEnergy (fun (i : o × Bool) (a b : u × Bool) => D i.1 a.1 b.1)
        (spinIntegral σ v) (spinIntegral σ w)
      = ∑ i, ∑ a, ∑ b, conj (v i a b) * (2 * t i a b - t i b a) := by
  rw [selfEnergy_eq_direct_add_exchange _ _ _ (spinIntegral σ t)
    (fun i a b => hD i.1 a.1 b.1) (fun i a b => hs i.1 a.1 b.1)
    (fun i a b => by unfold spinIntegral; split_ifs <;> simp [ht])]
  -- write out the spin sums and compare term by term
  simp only [Fintype.sum_prod_type, Fintype.sum_bool, ← Finset.sum_neg_distrib,
    ← Finset.sum_add_distrib]
  refine Finset.sum_congr rfl fun i _ => Finset.sum_congr rfl fun a _ =>
    Finset.sum_congr rfl fun b _ => ?_
  cases σ <;> simp [spinIntegral] <;> ring
```

## Eliminating the two-particle-one-hole amplitudes

Let x_p be the amplitude on external orbital p and y(i,a,b) the amplitude on a two-particle-one-hole configuration. The coupled equations are

D(i,a,b) y(i,a,b) = Σ_q A_q(i,a,b) x_q,
ω x_p = ε_p x_p + ½ Σ_{iab} conj(A_p(i,a,b)) y(i,a,b),

where A_q is the antisymmetrized v_q. Away from the poles the first equation gives y = Σ_q A_q x_q / D. Inserting this into the second gives

ω x_p = ε_p x_p + Σ_q Σ(v_p,v_q) x_q,

which is the Dyson equation in its homogeneous form for orbital amplitudes. Conversely, if x solves this equation, the same formula for y restores both coupled equations. The theorem states this equivalence at fixed ω; it allows x = 0 and makes no claim about the existence of nonzero solutions.

In the proof, `key` carries out the elimination and reorders the finite sums. The two directions then use `key` with the given y and with the constructed one.

For electron-attachment calculations, this means that, away from the poles, the frequency-dependent equation can be traded for a larger linear eigenvalue problem, within a second-order model that has only this part of the self-energy and no coupling among the two-particle-one-hole configurations. The zeroth-order energies ε_p enter as given numbers, and their origin in a mean-field calculation is not modelled.

```lean
/-- Away from the poles, orbital amplitudes `x` coupled linearly to two-particle-one-hole
amplitudes `y` solve the coupled equations for some `y` exactly when `x` solves the
Dyson equation with the self-energy above. -/
theorem dyson_iff_coupled (ω : ℂ) (ε : P → ℝ) (εo : o → ℝ) (εu : u → ℝ)
    (v : P → o → u → u → ℂ) (x : P → ℂ)
    (hD : ∀ i a b, energyDenominator ω εo εu i a b ≠ 0) :
    (∃ y : o → u → u → ℂ,
      (∀ i a b, energyDenominator ω εo εu i a b * y i a b
        = ∑ q, antisym (v q) i a b * x q) ∧
      ∀ p, ω * x p = ε p * x p
        + 1 / 2 * ∑ i, ∑ a, ∑ b, conj (antisym (v p) i a b) * y i a b) ↔
    ∀ p, ω * x p = ε p * x p
      + ∑ q, selfEnergy (energyDenominator ω εo εu) (v p) (v q) * x q := by
  -- eliminating `y` produces the self-energy
  have key : ∀ y : o → u → u → ℂ,
      (∀ i a b, energyDenominator ω εo εu i a b * y i a b
        = ∑ q, antisym (v q) i a b * x q) →
      ∀ p, 1 / 2 * ∑ i, ∑ a, ∑ b, conj (antisym (v p) i a b) * y i a b
        = ∑ q, selfEnergy (energyDenominator ω εo εu) (v p) (v q) * x q := by
    intro y hy p
    have hy' : ∀ i a b, y i a b
        = ∑ q, antisym (v q) i a b * x q / energyDenominator ω εo εu i a b := by
      intro i a b
      rw [← Finset.sum_div, ← hy i a b, mul_div_cancel_left₀ _ (hD i a b)]
    simp only [selfEnergy, Finset.mul_sum, Finset.sum_mul]
    symm
    refine Eq.trans Finset.sum_comm (Finset.sum_congr rfl fun i _ => ?_)
    refine Eq.trans Finset.sum_comm (Finset.sum_congr rfl fun a _ => ?_)
    refine Eq.trans Finset.sum_comm (Finset.sum_congr rfl fun b _ => ?_)
    rw [hy' i a b, Finset.mul_sum, Finset.mul_sum]
    refine Finset.sum_congr rfl fun q _ => ?_
    ring
  constructor
  · rintro ⟨y, hy, hx⟩ p
    exact (hx p).trans (by rw [key y hy p])
  · intro hx
    have hy : ∀ i a b, energyDenominator ω εo εu i a b *
        ((∑ q, antisym (v q) i a b * x q) / energyDenominator ω εo εu i a b)
        = ∑ q, antisym (v q) i a b * x q := fun i a b => by
      rw [mul_comm, div_mul_cancel₀ _ (hD i a b)]
    refine ⟨fun i a b => (∑ q, antisym (v q) i a b * x q) /
      energyDenominator ω εo εu i a b, hy, fun p => ?_⟩
    exact (hx p).trans (by rw [key _ hy p])
```

## An unsymmetric denominator can break the identity

Take one hole, two particles, and a single nonzero integral, v(0,1) = 1.

```lean
/-- A model integral for one hole and two particle orbitals, equal to 1 at `(a,b) = (0,1)`
and 0 elsewhere. -/
def modelIntegral (_ : Unit) (a b : Fin 2) : ℂ := if a = 0 ∧ b = 1 then 1 else 0
```

Let D(0,1) = 1 and let every other denominator be 2. All are nonzero, but D(0,1) ≠ D(1,0). This is a purely mathematical example: a denominator of the form ω + ε_i − ε_a − ε_b is always symmetric.

```lean
/-- A nonzero, unsymmetric denominator, equal to 1 at `(a,b) = (0,1)` and 2 elsewhere. -/
def skewDenominator (_ : Unit) (a b : Fin 2) : ℂ := if a = 0 ∧ b = 1 then 1 else 2
```

The antisymmetrized integrals are A(0,1) = 1 and A(1,0) = −1, so the two forms give

½ [1²/1 + (−1)²/2] = 3/4,
conj(v(0,1)) A(0,1) / D(0,1) = 1.

The antisymmetrized form averages 1/D over the two orderings of the particles, while the other form sees only the ordering in which v is nonzero. The proof expands the finite sums and evaluates them.

```lean
/-- With the unsymmetric model denominator the antisymmetrized form gives 3/4, while the
direct-plus-exchange form gives 1. -/
theorem symmetry_needed :
    selfEnergy skewDenominator modelIntegral modelIntegral = 3 / 4 ∧
    ∑ i, ∑ a, ∑ b, conj (modelIntegral i a b) * antisym modelIntegral i a b
      / skewDenominator i a b = 1 := by
  constructor <;>
    simp [selfEnergy, antisym, modelIntegral, skewDenominator, Fin.sum_univ_two]
  norm_num

end

end SecondOrderSelfEnergy
```

```lean
#print axioms SecondOrderSelfEnergy.selfEnergy_eq_direct_add_exchange
#print axioms SecondOrderSelfEnergy.selfEnergy_closedShell
#print axioms SecondOrderSelfEnergy.dyson_iff_coupled
#print axioms SecondOrderSelfEnergy.symmetry_needed
```

```
'SecondOrderSelfEnergy.selfEnergy_eq_direct_add_exchange' depends on axioms: [propext, Classical.choice, Quot.sound]
'SecondOrderSelfEnergy.selfEnergy_closedShell' depends on axioms: [propext, Classical.choice, Quot.sound]
'SecondOrderSelfEnergy.dyson_iff_coupled' depends on axioms: [propext, Classical.choice, Quot.sound]
'SecondOrderSelfEnergy.symmetry_needed' depends on axioms: [propext, Classical.choice, Quot.sound]
```
